# Two identical chromophores split by twice their coupling in the weak-coupling limit

Take two identical chromophores, each with one excitation of energy $w>0$, and let a real number $V$ couple them. In the squared-energy form of linear response, the excitation energies $\Omega$ follow from

$$
\begin{pmatrix} w^2 & 2wV\\ 2wV & w^2\end{pmatrix}\begin{pmatrix} c_0\\ c_1\end{pmatrix}=\Omega^2\begin{pmatrix} c_0\\ c_1\end{pmatrix}.
$$

Exchanging the two sites leaves the matrix unchanged, so the solutions can be chosen as the in-phase vector $(1,1)/\sqrt2$ and the out-of-phase vector $(1,-1)/\sqrt2$, with $\Omega^2=w^2+2wV$ and $\Omega^2=w^2-2wV$. For small $V$ the square roots are $w+V$ and $w-V$ to first order, and they differ by $2V$.

In subsystem time-dependent DFT, $w$ is the excitation energy of one chromophore embedded in the frozen density of the other, and $V$ is the matrix element of the interaction kernel between the two local excitations. Both are given numbers here. Using the same $w$ for both chromophores assumes that their environments are equivalent: in an unsymmetric arrangement, identical molecules can have different embedded excitation energies. The model keeps one excitation per chromophore and a coupling that does not depend on frequency.

In Lean 4 with Mathlib:

```lean
import Mathlib

open Matrix Filter Topology

namespace CoupledChromophores

noncomputable section
```

## Excitation energies of a response matrix

The eigenvalues of the response matrix are squared energies. An excitation energy of a real square matrix $M$ is therefore a number $\Omega>0$ for which $Mc=\Omega^2c$ has a solution $c\neq0$. In the code `M *ᵥ c` is the matrix-vector product, and `n` is the finite set of sites. The vector `c` need not be normalised.

```lean
/-- `Ω` is an excitation energy of the response matrix `M`: it is positive and its square is
an eigenvalue of `M`. -/
def IsExcitation {n : Type*} [Fintype n] (M : Matrix n n ℝ) (Ω : ℝ) : Prop :=
  0 < Ω ∧ ∃ c : n → ℝ, c ≠ 0 ∧ M *ᵥ c = Ω ^ 2 • c
```

The same structure describes any number of identical chromophores. Let $J$ be a dimensionless matrix that records which sites couple and with what relative strength. The response matrix is then

$$
M = w^2\,\mathbb 1+2wV\,J .
$$

A physical $J$ is symmetric, but the results below do not need this.

```lean
/-- Response matrix of identical chromophores with bare excitation energy `w`, coupling
strength `V` and dimensionless coupling pattern `J`. -/
def aggregateMatrix {n : Type*} [DecidableEq n] (w V : ℝ) (J : Matrix n n ℝ) :
    Matrix n n ℝ :=
  w ^ 2 • (1 : Matrix n n ℝ) + (2 * w * V) • J
```

If $J$ has the eigenvalue $l$, the corresponding squared energy should be $w^2+2wVl$. Its square root is the exciton level with label $l$. The definition accepts any real $l$, and the next step says which labels belong to the spectrum.

```lean
/-- The square root of `w² + 2wVl`, called the exciton level with label `l`. -/
def excitonLevel (w V l : ℝ) : ℝ := Real.sqrt (w ^ 2 + 2 * w * V * l)
```

## The coupling pattern fixes the levels

For any vector $c$,

$$
Mc = w^2c+2wV\,Jc .
$$

Setting this equal to $(w^2+2wVl)\,c$ and cancelling $w^2c$ leaves $2wV\,Jc=2wVl\,c$. Since $w>0$ and $V\neq0$, the factor $2wV$ can be divided out, which gives $Jc=l\,c$. Every step can be reversed. Hence $\sqrt{w^2+2wVl}$ is an excitation energy exactly when $l$ is an eigenvalue of $J$, provided that $w^2+2wVl>0$. This last condition, `hs` in the code, says that the level is stable: its squared energy is positive.

The equivalence for a fixed vector is the step `key`, where `mul_left_cancel₀` performs the division. `Real.sq_sqrt` then turns the square of the level back into $w^2+2wVl$.

```lean
/-- At nonzero coupling strength, a stable exciton level is an excitation energy of the aggregate
exactly when its label `l` is an eigenvalue of the coupling pattern. -/
theorem aggregate_excitation_iff {n : Type*} [Fintype n] [DecidableEq n]
    (J : Matrix n n ℝ) {w V l : ℝ} (hw : 0 < w) (hV : V ≠ 0)
    (hs : 0 < w ^ 2 + 2 * w * V * l) :
    IsExcitation (aggregateMatrix w V J) (excitonLevel w V l) ↔
      ∃ c : n → ℝ, c ≠ 0 ∧ J *ᵥ c = l • c := by
  have hne : 2 * w * V ≠ 0 := mul_ne_zero (by positivity) hV
  -- the bare term only shifts the spectrum, the coupling only rescales it
  have key : ∀ c : n → ℝ, aggregateMatrix w V J *ᵥ c = (w ^ 2 + 2 * w * V * l) • c ↔
      J *ᵥ c = l • c := by
    intro c
    rw [aggregateMatrix, Matrix.add_mulVec, Matrix.smul_mulVec, Matrix.smul_mulVec,
      Matrix.one_mulVec]
    constructor
    · intro h
      funext i
      have hi := congrFun h i
      simp only [Pi.add_apply, Pi.smul_apply, smul_eq_mul] at hi ⊢
      apply mul_left_cancel₀ hne
      linear_combination hi
    · intro h
      rw [h]
      module
  unfold IsExcitation excitonLevel
  rw [Real.sq_sqrt hs.le]
  constructor
  · rintro ⟨_, c, hc, h⟩
    exact ⟨c, hc, (key c).1 h⟩
  · rintro ⟨c, hc, h⟩
    exact ⟨Real.sqrt_pos.2 hs, c, hc, (key c).2 h⟩
```

## Each level moves with slope $l$

By the chain rule,

$$
\frac{d}{dV}\sqrt{w^2+2wVl}=\frac{2wl}{2\sqrt{w^2+2wVl}},
$$

and at $V=0$ the right-hand side is $2wl/(2w)=l$. The proof follows the same order. `h1` differentiates the radicand, `hne` records that the radicand is nonzero at $V=0$, and the final lines evaluate the quotient using $\sqrt{w^2}=w$.

```lean
/-- At vanishing coupling an exciton level moves with slope `l` in the coupling strength. -/
theorem excitonLevel_hasDerivAt {w : ℝ} (hw : 0 < w) (l : ℝ) :
    HasDerivAt (fun V => excitonLevel w V l) l 0 := by
  have h1 : HasDerivAt (fun V : ℝ => w ^ 2 + 2 * w * V * l) (2 * w * l) 0 := by
    have e : (fun V : ℝ => w ^ 2 + 2 * w * V * l) = fun V => w ^ 2 + (2 * w * l) * V := by
      funext V
      ring
    rw [e]
    exact (((hasDerivAt_id' (0 : ℝ)).const_mul (2 * w * l)).const_add (w ^ 2)).congr_deriv
      (mul_one _)
  have h0 : w ^ 2 + 2 * w * 0 * l = w ^ 2 := by ring
  have hne : w ^ 2 + 2 * w * 0 * l ≠ 0 := by
    rw [h0]
    positivity
  refine (h1.sqrt hne).congr_deriv ?_
  show 2 * w * l / (2 * Real.sqrt (w ^ 2 + 2 * w * 0 * l)) = l
  rw [h0, Real.sqrt_sq hw.le]
  field_simp
```

Two levels with labels $l$ and $m$ both start from $w$ at $V=0$. Their difference vanishes there, so its difference quotient is the splitting divided by $V$:

$$
\frac{\sqrt{w^2+2wVl}-\sqrt{w^2+2wVm}}{V}\;\longrightarrow\; l-m\qquad(V\to0).
$$

The filter `𝓝[≠] 0` means that $V$ approaches zero through nonzero values of either sign, so the limit from above is included. No bound on $V$ is needed, because both radicands are positive once $V$ is close enough to zero.

```lean
/-- The splitting of two exciton levels, divided by the coupling strength, tends to the
difference of their labels as the coupling vanishes. -/
theorem level_splitting_limit {w : ℝ} (hw : 0 < w) (l m : ℝ) :
    Tendsto (fun V => (excitonLevel w V l - excitonLevel w V m) / V) (𝓝[≠] 0)
      (𝓝 (l - m)) := by
  have h := (excitonLevel_hasDerivAt hw l).fun_sub (excitonLevel_hasDerivAt hw m)
  refine (hasDerivAt_iff_tendsto_slope.1 h).congr (fun V => ?_)
  -- both levels start from the same bare energy, so the slope is the splitting over `V`
  rw [slope_def_field]
  simp [excitonLevel]
```

## The dimer and its complete list of energies

For two sites that exchange an excitation, the coupling pattern is

$$
J=\begin{pmatrix}0&1\\1&0\end{pmatrix},
$$

with eigenvalues $1$ and $-1$. Comparing the four entries shows that the aggregate matrix is then the matrix of the opening example.

```lean
/-- The two-chromophore matrix is the aggregate matrix whose coupling pattern exchanges the
two sites. -/
theorem dimer_eq_aggregate (w V : ℝ) :
    aggregateMatrix w V !![0, 1; 1, 0] = !![w ^ 2, 2 * w * V; 2 * w * V, w ^ 2] := by
  ext i j
  fin_cases i <;> fin_cases j <;> simp [aggregateMatrix]
```

Suppose now that $|V|<w/2$. Then $w^2\pm2wV=w(w\pm2V)$ is positive for both signs, so both energies are real and nonzero. At $|V|=w/2$ the lower squared energy reaches zero, which in response theory signals an instability of the reference state.

To see that there are no further excitation energies, write out the two rows:

$$
w^2c_0+2wVc_1=\Omega^2c_0,\qquad 2wVc_0+w^2c_1=\Omega^2c_1 .
$$

Their sum and difference are

$$
(w^2+2wV-\Omega^2)(c_0+c_1)=0,\qquad (w^2-2wV-\Omega^2)(c_0-c_1)=0 .
$$

If neither first factor vanished, then $c_0+c_1=0$ and $c_0-c_1=0$, so $c=0$, which is excluded. Thus $\Omega^2$ is one of the two values, and $\Omega>0$ selects the positive root. Conversely, $(1,1)$ and $(1,-1)$ solve the equations with these values.

In the code, `hs` and `hd` are the sum and the difference, and the nested `rcases` goes through the factors. The converse inserts `![1, 1]` and `![1, -1]`, which are $\sqrt2$ times the normalised vectors. At $V=0$ the two energies coincide at $w$, and the statement still holds.

```lean
/-- For coupling weaker than half the bare energy, the excitation energies of the dimer are
exactly the square roots of `w² + 2wV` and `w² - 2wV`. -/
theorem dimer_excitation_iff {w V : ℝ} (hw : 0 < w) (hV : |V| < w / 2) (Ω : ℝ) :
    IsExcitation !![w ^ 2, 2 * w * V; 2 * w * V, w ^ 2] Ω ↔
      Ω = Real.sqrt (w ^ 2 + 2 * w * V) ∨ Ω = Real.sqrt (w ^ 2 - 2 * w * V) := by
  obtain ⟨hl, hr⟩ := abs_lt.1 hV
  have hp : 0 < w ^ 2 + 2 * w * V := by
    nlinarith [mul_pos hw (show 0 < w + 2 * V by linarith)]
  have hm : 0 < w ^ 2 - 2 * w * V := by
    nlinarith [mul_pos hw (show 0 < w - 2 * V by linarith)]
  constructor
  · rintro ⟨hΩ, c, hc, h⟩
    have h0 := congrFun h 0
    have h1 := congrFun h 1
    simp [Matrix.mulVec, dotProduct, Fin.sum_univ_two] at h0 h1
    -- in-phase and out-of-phase combinations decouple
    have hs : (w ^ 2 + 2 * w * V - Ω ^ 2) * (c 0 + c 1) = 0 := by
      linear_combination h0 + h1
    have hd : (w ^ 2 - 2 * w * V - Ω ^ 2) * (c 0 - c 1) = 0 := by
      linear_combination h0 - h1
    rcases mul_eq_zero.1 hs with a | a
    · left
      rw [show w ^ 2 + 2 * w * V = Ω ^ 2 by linarith, Real.sqrt_sq hΩ.le]
    · rcases mul_eq_zero.1 hd with b | b
      · right
        rw [show w ^ 2 - 2 * w * V = Ω ^ 2 by linarith, Real.sqrt_sq hΩ.le]
      · exfalso
        apply hc
        funext i
        fin_cases i
        · show c 0 = 0
          linarith
        · show c 1 = 0
          linarith
  · rintro (rfl | rfl)
    · refine ⟨Real.sqrt_pos.2 hp, ![1, 1], fun h => by simpa using congrFun h 0, ?_⟩
      rw [Real.sq_sqrt hp.le]
      ext i
      fin_cases i <;> simp [Matrix.mulVec, dotProduct, Fin.sum_univ_two]
      ring
    · refine ⟨Real.sqrt_pos.2 hm, ![1, -1], fun h => by simpa using congrFun h 0, ?_⟩
      rw [Real.sq_sqrt hm.le]
      ext i
      fin_cases i <;> simp [Matrix.mulVec, dotProduct, Fin.sum_univ_two] <;> ring
```

## The splitting at weak coupling

The main theorem joins the two results. For every $V$ with $|V|<w/2$, the excitation energies of the dimer are exactly $\sqrt{w^2+2wV}$ and $\sqrt{w^2-2wV}$. Moreover,

$$
\lim_{V\to0}\frac{\sqrt{w^2+2wV}-\sqrt{w^2-2wV}}{V}=2 .
$$

The first part is the preceding theorem. The second is the general limit with $l=1$ and $m=-1$, so that $l-m=2$; the remaining lines only rewrite the radicands. The difference is signed: for $V<0$ the in-phase level is the lower one, and numerator and denominator are both negative.

The identifier of the theorem contains Förster's name, which is attached to the dipole-dipole form of the coupling and to the rate of energy transfer. Neither enters here, where $V$ is a parameter and the result concerns the spectrum alone.

```lean
/-- For `|V| < w/2` the excitation energies of the dimer are exactly `√(w² + 2wV)` and `√(w² -
2wV)`, and the difference of these roots divided by `V` tends to `2` as the coupling vanishes. -/
theorem foerster_exciton_splitting {w : ℝ} (hw : 0 < w) :
    (∀ V : ℝ, |V| < w / 2 → ∀ Ω : ℝ,
      IsExcitation !![w ^ 2, 2 * w * V; 2 * w * V, w ^ 2] Ω ↔
        Ω = Real.sqrt (w ^ 2 + 2 * w * V) ∨ Ω = Real.sqrt (w ^ 2 - 2 * w * V)) ∧
    Tendsto (fun V => (Real.sqrt (w ^ 2 + 2 * w * V) - Real.sqrt (w ^ 2 - 2 * w * V)) / V)
      (𝓝[≠] 0) (𝓝 2) := by
  refine ⟨fun V hV Ω => dimer_excitation_iff hw hV Ω, ?_⟩
  -- the exchange pattern has the labels `1` and `-1`
  have h := level_splitting_limit hw 1 (-1)
  rw [show (1 : ℝ) - (-1) = 2 by norm_num] at h
  refine h.congr (fun V => ?_)
  unfold excitonLevel
  rw [show w ^ 2 + 2 * w * V * 1 = w ^ 2 + 2 * w * V by ring,
    show w ^ 2 + 2 * w * V * (-1) = w ^ 2 - 2 * w * V by ring]
```

## How far $2V$ is off at finite coupling

Let $0<V<w/2$ and write $a=\sqrt{w^2+2wV}$ and $b=\sqrt{w^2-2wV}$. Then

$$
(a-b)(a+b)=4wV,\qquad a^2+b^2=2w^2 .
$$

The second identity bounds the sum from both sides. Since $a\neq b$,

$$
(a+b)^2=4w^2-(a-b)^2<4w^2,
$$

and since $ab>0$,

$$
(a+b)^2=2w^2+2ab>2w^2 .
$$

Hence $\sqrt2\,w<a+b<2w$. Dividing $4wV$ by $a+b$ gives

$$
2V<a-b<2\sqrt2\,V .
$$

For this two-level model with a static coupling, half the splitting therefore overestimates $V$, by a factor below $\sqrt2$. For small $V$ the relative error is about $V^2/(2w^2)$, so it is negligible at weak coupling and becomes noticeable only when $V$ is a sizeable fraction of $w$.

The upper bound is approached at the edge of stability. As $V\to w/2$, the lower energy $b$ goes to zero while $a$ goes to $\sqrt2\,w$, which equals $2\sqrt2\,V$ at $V=w/2$.

In the proof, `hprod` is the product identity, and `hup` and `hlow` are the bounds on $a+b$, obtained by comparing squares. Instead of dividing, the last steps assume that a bound fails, multiply by the positive number $a+b$, and reach a contradiction with `hprod`.

```lean
/-- At finite coupling `0 < V < w/2` the dimer splitting lies strictly between `2V` and
`2√2 V`. -/
theorem dimer_splitting_bounds {w V : ℝ} (hV : 0 < V) (hVw : V < w / 2) :
    2 * V < Real.sqrt (w ^ 2 + 2 * w * V) - Real.sqrt (w ^ 2 - 2 * w * V) ∧
    Real.sqrt (w ^ 2 + 2 * w * V) - Real.sqrt (w ^ 2 - 2 * w * V)
      < 2 * Real.sqrt 2 * V := by
  have hw : 0 < w := by linarith
  have hwV : 0 < w * V := mul_pos hw hV
  have hm : 0 < w ^ 2 - 2 * w * V := by
    nlinarith [mul_pos hw (show 0 < w - 2 * V by linarith)]
  have hp : 0 < w ^ 2 + 2 * w * V := by positivity
  have hab := Real.sqrt_lt_sqrt hm.le (show w ^ 2 - 2 * w * V < w ^ 2 + 2 * w * V by linarith)
  have ha := Real.sq_sqrt hp.le
  have hb := Real.sq_sqrt hm.le
  have hb0 := Real.sqrt_pos.2 hm
  set a := Real.sqrt (w ^ 2 + 2 * w * V)
  set b := Real.sqrt (w ^ 2 - 2 * w * V)
  have hprod : (a - b) * (a + b) = 4 * (w * V) := by linear_combination ha - hb
  have ha0 : 0 < a := hb0.trans hab
  have h2 : Real.sqrt 2 ^ 2 = 2 := Real.sq_sqrt (by norm_num)
  have h20 : 0 < Real.sqrt 2 := Real.sqrt_pos.2 (by norm_num)
  -- the sum of the two energies lies between `√2 w` and `2 w`
  have hup : a + b < 2 * w := by
    apply lt_of_pow_lt_pow_left₀ 2 (by positivity)
    nlinarith [pow_pos (sub_pos.2 hab) 2]
  have hlow : Real.sqrt 2 * w < a + b := by
    apply lt_of_pow_lt_pow_left₀ 2 (by positivity)
    rw [mul_pow, h2]
    nlinarith [mul_pos ha0 hb0]
  constructor
  · by_contra hcon
    have h3 := mul_le_mul_of_nonneg_right (not_lt.1 hcon) (add_pos ha0 hb0).le
    have h4 := mul_lt_mul_of_pos_left hup (show 0 < 2 * V by positivity)
    linarith
  · by_contra hcon
    have h3 := mul_le_mul_of_nonneg_right (not_lt.1 hcon) (add_pos ha0 hb0).le
    have h4 := mul_lt_mul_of_pos_left hlow (show 0 < 2 * Real.sqrt 2 * V by positivity)
    have h5 : 2 * Real.sqrt 2 * V * (Real.sqrt 2 * w) = 4 * (w * V) := by
      linear_combination 2 * V * w * h2
    linarith

end

end CoupledChromophores
```

```lean
#print axioms CoupledChromophores.level_splitting_limit
-- 'CoupledChromophores.level_splitting_limit' depends on axioms: [propext, Classical.choice, Quot.sound]
#print axioms CoupledChromophores.dimer_eq_aggregate
-- 'CoupledChromophores.dimer_eq_aggregate' depends on axioms: [propext, Classical.choice, Quot.sound]
#print axioms CoupledChromophores.foerster_exciton_splitting
-- 'CoupledChromophores.foerster_exciton_splitting' depends on axioms: [propext, Classical.choice, Quot.sound]
#print axioms CoupledChromophores.dimer_splitting_bounds
-- 'CoupledChromophores.dimer_splitting_bounds' depends on axioms: [propext, Classical.choice, Quot.sound]
```
